# At fixed composition, a random binary alloy on N sites has mean Warren–Cowley parameter −1/(N−1) over any shell of distinct site pairs

To model a disordered binary alloy, I shuffle a fixed number of A and B atoms over the sites of a supercell, compute the Warren–Cowley parameter of each neighbour shell, and compare it with zero to judge whether the cell is random. For a finite cell, zero seems to be slightly the wrong reference. Once an A atom sits on one site, the other sites hold a little more than their share of B, so unlike pairs should be favoured even though nothing interacts.

My claim is this. Place $n$ atoms A uniformly among all $n$-subsets of $N$ sites, with $0<n<N$. For distinct sites $i$ and $j$, the probability of A at $i$ and B at $j$ is $n(N-n)/(N(N-1))$, and the expected Warren–Cowley parameter over any nonempty shell of pairs of distinct sites is exactly $-1/(N-1)$, whatever the lattice or the shell. For 32 sites that is about $-0.032$. Can this be made rigorous, with a proof that a machine has checked?

## From one pair of sites to a whole shell

Yes, and the claim holds as you state it. Write $c$ for a configuration, meaning the set of sites occupied by A; every other site carries B. There are $\binom{N}{n}$ configurations, all equally likely.

Fix distinct sites $i$ and $j$. If $i$ carries A and $j$ carries B, the remaining $n-1$ atoms A go on the remaining $N-2$ sites, which can happen in $\binom{N-2}{n-1}$ ways. Two identities for binomial coefficients give the ratio to the total:

$$N\binom{N-1}{n-1}=n\binom{N}{n},\qquad (N-1)\binom{N-2}{n-1}=(N-n)\binom{N-1}{n-1}.$$

Hence

$$p_{AB}=\frac{\binom{N-2}{n-1}}{\binom{N}{n}}=\frac{n}{N}\cdot\frac{N-n}{N-1}.$$

The first factor is the probability of A at $i$. The second is the probability of B at $j$ given A at $i$, since the $N-n$ atoms B are spread over the other $N-1$ sites.

Now let $P$ be a nonempty set of $|P|$ ordered pairs of distinct sites, and let $x=n/N$. The Warren–Cowley parameter of $c$ over $P$ is

$$\alpha_P(c)=1-\frac{1}{x(1-x)}\,\frac{\#\{(i,j)\in P:\ i\in c,\ j\notin c\}}{|P|}.$$

Because $n$ is fixed, the denominator $x(1-x)=n(N-n)/N^2$ is the same for every configuration. The mean number of A–B pairs is the sum over $P$ of the pair probabilities, which is $|P|\,p_{AB}$. Therefore

$$\langle\alpha_P\rangle=1-\frac{n(N-n)}{N(N-1)}\cdot\frac{N^2}{n(N-n)}=1-\frac{N}{N-1}=-\frac{1}{N-1}.$$

Two related facts follow by similar steps. If $P$ contains all $N(N-1)$ ordered pairs of distinct sites, every configuration has exactly $n(N-n)$ A–B pairs, so $\alpha_P(c)=-1/(N-1)$ without any averaging. And if the pair fraction is multiplied by $(N-1)/N$, the parameter becomes

$$\alpha'_P(c)=1-\frac{N-1}{N}\bigl(1-\alpha_P(c)\bigr),$$

whose mean is $1-\frac{N-1}{N}\cdot\frac{N}{N-1}=0$.

Here is the complete Lean file.

```lean
import Mathlib

open Finset

namespace RandomAlloyShortRangeOrder

noncomputable section

/-- The configurations of a binary alloy with exactly `n` atoms A on the sites `S`;
a configuration is the set of sites occupied by A, all other sites carry B. -/
def configs (S : Type*) [Fintype S] (n : ℕ) : Finset (Finset S) :=
  powersetCard n univ

variable {S : Type*} [Fintype S] [DecidableEq S]

/-- The average of an observable over all configurations with `n` atoms A, equally weighted. -/
def ensembleMean (n : ℕ) (f : Finset S → ℝ) : ℝ :=
  (∑ c ∈ configs S n, f c) / ((configs S n).card : ℝ)

/-- The probability of finding A at site `i` and B at site `j`. -/
def probAB (n : ℕ) (i j : S) : ℝ :=
  (((configs S n).filter (fun c => i ∈ c ∧ j ∉ c)).card : ℝ) / ((configs S n).card : ℝ)

/-- The fraction of sites occupied by A. -/
def composition (c : Finset S) : ℝ := (c.card : ℝ) / (Fintype.card S : ℝ)

/-- The Warren-Cowley parameter of configuration `c` over a shell `P` of ordered site pairs:
one minus the fraction of A-B pairs divided by `x (1 - x)`. -/
def warrenCowley (P : Finset (S × S)) (c : Finset S) : ℝ :=
  1 - ((P.filter (fun p => p.1 ∈ c ∧ p.2 ∉ c)).card : ℝ) / (P.card : ℝ) /
    (composition c * (1 - composition c))

/-- The Warren-Cowley parameter with the A-B pair fraction rescaled by `(N - 1) / N`. -/
def correctedWarrenCowley (P : Finset (S × S)) (c : Finset S) : ℝ :=
  1 - ((Fintype.card S : ℝ) - 1) / (Fintype.card S : ℝ) * (1 - warrenCowley P c)

omit [DecidableEq S] in
/-- The number of configurations with `n` atoms A on `N` sites is `N` choose `n`. -/
theorem card_configs (n : ℕ) : (configs S n).card = (Fintype.card S).choose n := by
  rw [configs, card_powersetCard, card_univ]

/-- For distinct sites `i` and `j`, and with `k + 1` atoms A in total, the configurations with A at
`i` and B at `j` are as many as the placements of `k` atoms on `N - 2` sites. -/
theorem card_configs_AB {i j : S} (hij : i ≠ j) (k : ℕ) :
    ((configs S (k + 1)).filter (fun c => i ∈ c ∧ j ∉ c)).card =
      (Fintype.card S - 2).choose k := by
  have hc : (((univ : Finset S).erase i).erase j).card = Fintype.card S - 2 := by
    have h1 := card_erase_of_mem (mem_univ i)
    have h2 := card_erase_of_mem (mem_erase.mpr ⟨hij.symm, mem_univ j⟩)
    rw [card_univ] at h1
    omega
  have hout : ∀ c : Finset S, c ⊆ ((univ : Finset S).erase i).erase j → i ∉ c ∧ j ∉ c := by
    intro c h
    constructor
    · intro hi
      have := h hi
      simp at this
    · intro hj
      have := h hj
      simp at this
  rw [← hc, ← card_powersetCard]
  -- remove the atom at `i`, or put it back
  refine card_bij' (fun c _ => c.erase i) (fun c _ => insert i c) ?_ ?_ ?_ ?_
  · intro c h
    simp only [configs, mem_filter, mem_powersetCard] at h ⊢
    obtain ⟨⟨_, hcard⟩, hi, hj⟩ := h
    refine ⟨fun a ha => ?_, ?_⟩
    · have ha' := mem_erase.mp ha
      exact mem_erase.mpr ⟨fun e => hj (e ▸ ha'.2), mem_erase.mpr ⟨ha'.1, mem_univ a⟩⟩
    · have := card_erase_of_mem hi
      omega
  · intro c h
    simp only [configs, mem_filter, mem_powersetCard] at h ⊢
    obtain ⟨hi, hj⟩ := hout c h.1
    refine ⟨⟨subset_univ _, by rw [card_insert_of_notMem hi, h.2]⟩,
      mem_insert_self i c, fun e => ?_⟩
    rcases mem_insert.mp e with e | e
    · exact hij e.symm
    · exact hj e
  · intro c h
    exact insert_erase (mem_filter.mp h).2.1
  · intro c h
    exact erase_insert (hout c (mem_powersetCard.mp h).1).1

/-- For two distinct sites, the probability of A at the first and B at the second is
`n (N - n) / (N (N - 1))`. -/
theorem probAB_eq {n : ℕ} (hn : n ≤ Fintype.card S) {i j : S} (hij : i ≠ j) :
    probAB n i j = (n : ℝ) * ((Fintype.card S : ℝ) - n) /
      ((Fintype.card S : ℝ) * ((Fintype.card S : ℝ) - 1)) := by
  have hN : 1 < Fintype.card S := Fintype.one_lt_card_iff.mpr ⟨i, j, hij⟩
  rcases n with _ | k
  · have h0 : ((configs S 0).filter (fun c => i ∈ c ∧ j ∉ c)).card = 0 := by
      rw [card_eq_zero]
      apply filter_false_of_mem
      intro c hc h
      have he : c = ∅ := card_eq_zero.mp (mem_powersetCard.mp hc).2
      simp [he] at h
    rw [probAB, h0]
    simp
  · obtain ⟨M, hM⟩ : ∃ M, Fintype.card S = M + 2 := ⟨Fintype.card S - 2, by omega⟩
    rw [probAB, card_configs_AB hij k, card_configs, hM, Nat.add_sub_cancel]
    rw [hM] at hn
    have hk : k ≤ M + 1 := by omega
    -- two absorption identities for binomial coefficients
    have h1n : (M + 2) * (M + 1).choose k = (M + 2).choose (k + 1) * (k + 1) :=
      Nat.add_one_mul_choose_eq (M + 1) k
    have h1 : ((M : ℝ) + 2) * ((M + 1).choose k : ℝ) =
        ((M + 2).choose (k + 1) : ℝ) * ((k : ℝ) + 1) := by exact_mod_cast h1n
    have hs : ((M + 1 - k : ℕ) : ℝ) = (M : ℝ) + 1 - k := by
      rw [Nat.cast_sub hk, Nat.cast_add, Nat.cast_one]
    have h2 : (M.choose k : ℝ) * ((M : ℝ) + 1) =
        ((M + 1).choose k : ℝ) * ((M : ℝ) + 1 - k) := by
      rw [← hs]
      exact_mod_cast Nat.choose_mul_succ_eq M k
    have hC : ((M + 2).choose (k + 1) : ℝ) ≠ 0 := by
      exact_mod_cast (Nat.choose_pos hn).ne'
    have hD : ((M + 2 : ℕ) : ℝ) * (((M + 2 : ℕ) : ℝ) - 1) ≠ 0 := by
      have h : ((M + 2 : ℕ) : ℝ) - 1 = (M : ℝ) + 1 := by push_cast; ring
      rw [h]
      positivity
    rw [div_eq_div_iff hC hD]
    push_cast
    linear_combination ((M : ℝ) + 2) * h2 + ((M : ℝ) + 1 - k) * h1

/-- In the random alloy of fixed composition with both species present, the mean Warren-Cowley
parameter over any nonempty shell of distinct site pairs is `-1 / (N - 1)`. -/
theorem mean_warrenCowley {n : ℕ} (h0 : 0 < n) (hn : n < Fintype.card S)
    {P : Finset (S × S)} (hP : P.Nonempty) (hd : ∀ p ∈ P, p.1 ≠ p.2) :
    ensembleMean n (warrenCowley P) = -1 / ((Fintype.card S : ℝ) - 1) := by
  have hK : ((configs S n).card : ℝ) ≠ 0 := by
    rw [card_configs]
    exact_mod_cast (Nat.choose_pos hn.le).ne'
  have hPc : (P.card : ℝ) ≠ 0 := by exact_mod_cast hP.card_pos.ne'
  have hn0 : (n : ℝ) ≠ 0 := by exact_mod_cast h0.ne'
  have hlt : (n : ℝ) < Fintype.card S := by exact_mod_cast hn
  have hn1 : (1 : ℝ) ≤ n := by exact_mod_cast h0
  have hN : (Fintype.card S : ℝ) ≠ 0 := by linarith
  have hN1 : (Fintype.card S : ℝ) - 1 ≠ 0 := by linarith
  have hNn : (Fintype.card S : ℝ) - n ≠ 0 := by linarith
  -- exchange the sum over configurations with the sum over pairs
  have hswap : ∑ c ∈ configs S n, (P.filter (fun p => p.1 ∈ c ∧ p.2 ∉ c)).card =
      ∑ p ∈ P, ((configs S n).filter (fun c => p.1 ∈ c ∧ p.2 ∉ c)).card := by
    simp only [card_filter]
    exact sum_comm
  have htot : ∑ c ∈ configs S n, ((P.filter (fun p => p.1 ∈ c ∧ p.2 ∉ c)).card : ℝ) =
      (P.card : ℝ) * ((n : ℝ) * ((Fintype.card S : ℝ) - n) /
        ((Fintype.card S : ℝ) * ((Fintype.card S : ℝ) - 1)) * ((configs S n).card : ℝ)) := by
    rw [← Nat.cast_sum, hswap, Nat.cast_sum, ← nsmul_eq_mul, ← sum_const]
    refine sum_congr rfl (fun p hp => ?_)
    have h := probAB_eq hn.le (hd p hp)
    rw [probAB, div_eq_iff hK] at h
    exact h
  have hx : (n : ℝ) / Fintype.card S * (1 - (n : ℝ) / Fintype.card S) =
      (n : ℝ) * ((Fintype.card S : ℝ) - n) / (Fintype.card S : ℝ) ^ 2 := by
    field_simp
  have hsum : ∑ c ∈ configs S n, warrenCowley P c = ∑ c ∈ configs S n,
      (1 - ((P.filter (fun p => p.1 ∈ c ∧ p.2 ∉ c)).card : ℝ) / (P.card : ℝ) /
        ((n : ℝ) * ((Fintype.card S : ℝ) - n) / (Fintype.card S : ℝ) ^ 2)) := by
    refine sum_congr rfl (fun c hc => ?_)
    rw [warrenCowley, composition, (mem_powersetCard.mp hc).2, hx]
  rw [ensembleMean, hsum, sum_sub_distrib, ← sum_div, ← sum_div, htot, sum_const,
    nsmul_eq_mul, mul_one]
  field_simp
  ring

/-- Over the shell of all distinct site pairs, every single configuration containing both
species has Warren-Cowley parameter `-1 / (N - 1)`. -/
theorem warrenCowley_all_pairs {c : Finset S} (h0 : 0 < c.card)
    (hn : c.card < Fintype.card S) :
    warrenCowley (univ : Finset S).offDiag c = -1 / ((Fintype.card S : ℝ) - 1) := by
  have hf : (univ : Finset S).offDiag.filter (fun p => p.1 ∈ c ∧ p.2 ∉ c) = c ×ˢ cᶜ := by
    ext p
    simp only [mem_filter, mem_offDiag, mem_univ, true_and, mem_product, mem_compl]
    exact ⟨fun h => h.2, fun h => ⟨fun e => h.2 (e ▸ h.1), h⟩⟩
  have hB : (cᶜ.card : ℝ) = (Fintype.card S : ℝ) - c.card := by
    have h : (c.card : ℝ) + (cᶜ.card : ℝ) = Fintype.card S := by
      exact_mod_cast card_add_card_compl c
    linarith
  have hO : ((univ : Finset S).offDiag.card : ℝ) =
      (Fintype.card S : ℝ) * ((Fintype.card S : ℝ) - 1) := by
    rw [offDiag_card, card_univ, Nat.cast_sub (Nat.le_mul_self _), Nat.cast_mul]
    ring
  have hlt : (c.card : ℝ) < Fintype.card S := by exact_mod_cast hn
  have hc1 : (1 : ℝ) ≤ c.card := by exact_mod_cast h0
  have hc0 : (c.card : ℝ) ≠ 0 := by linarith
  have hN : (Fintype.card S : ℝ) ≠ 0 := by linarith
  have hN1 : (Fintype.card S : ℝ) - 1 ≠ 0 := by linarith
  have hNn : (Fintype.card S : ℝ) - c.card ≠ 0 := by linarith
  have hx : (c.card : ℝ) / Fintype.card S * (1 - (c.card : ℝ) / Fintype.card S) =
      (c.card : ℝ) * ((Fintype.card S : ℝ) - c.card) / (Fintype.card S : ℝ) ^ 2 := by
    field_simp
  rw [warrenCowley, composition, hf, card_product, Nat.cast_mul, hB, hO, hx]
  field_simp
  ring

/-- When both species are present, the corrected Warren-Cowley parameter has ensemble mean zero over
every nonempty shell of distinct site pairs. -/
theorem mean_correctedWarrenCowley {n : ℕ} (h0 : 0 < n) (hn : n < Fintype.card S)
    {P : Finset (S × S)} (hP : P.Nonempty) (hd : ∀ p ∈ P, p.1 ≠ p.2) :
    ensembleMean n (correctedWarrenCowley P) = 0 := by
  have hK : ((configs S n).card : ℝ) ≠ 0 := by
    rw [card_configs]
    exact_mod_cast (Nat.choose_pos hn.le).ne'
  have hlt : (n : ℝ) < Fintype.card S := by exact_mod_cast hn
  have hn1 : (1 : ℝ) ≤ n := by exact_mod_cast h0
  have hN : (Fintype.card S : ℝ) ≠ 0 := by linarith
  have hN1 : (Fintype.card S : ℝ) - 1 ≠ 0 := by linarith
  have h := mean_warrenCowley h0 hn hP hd
  rw [ensembleMean, div_eq_iff hK] at h
  -- the correction is affine, so it passes through the average
  simp only [ensembleMean, correctedWarrenCowley]
  rw [sum_sub_distrib, ← mul_sum, sum_sub_distrib, h, sum_const, nsmul_eq_mul, mul_one]
  field_simp
  ring

end

end RandomAlloyShortRangeOrder
```

```lean
#print axioms RandomAlloyShortRangeOrder.mean_warrenCowley
#print axioms RandomAlloyShortRangeOrder.warrenCowley_all_pairs
#print axioms RandomAlloyShortRangeOrder.mean_correctedWarrenCowley
```

```
'RandomAlloyShortRangeOrder.mean_warrenCowley' depends on axioms: [propext, Classical.choice, Quot.sound]
'RandomAlloyShortRangeOrder.warrenCowley_all_pairs' depends on axioms: [propext, Classical.choice, Quot.sound]
'RandomAlloyShortRangeOrder.mean_correctedWarrenCowley' depends on axioms: [propext, Classical.choice, Quot.sound]
```

## How the Lean definitions describe the alloy

The sites form a finite type `S`, and $N$ is `Fintype.card S`. No lattice, distance or dimension enters. A configuration is a `Finset S`, the set of A sites, and `configs S n` collects those with exactly $n$ elements. `ensembleMean n f` is the equally weighted average of an observable `f` over them, and `probAB n i j` is the fraction of them with A at $i$ and B at $j$.

A shell is a `Finset (S × S)`, a set of ordered pairs, and only pairs with A first and B second are counted. The usual neighbour shell contains each pair in both orders, but the theorem does not require that symmetry. `warrenCowley P c` takes the composition from the configuration itself, which equals $n/N$ throughout the ensemble. In this sign convention, negative values mean more unlike pairs than $x(1-x)$ would give.

The theorem `mean_warrenCowley` says: if $0<n<N$, `P` is nonempty, and every pair in `P` joins two different sites, then the ensemble mean is $-1/(N-1)$. The pair probability, `probAB_eq`, needs only $n\le N$ and $i\ne j$, so it includes the pure crystals, where it is zero. `warrenCowley_all_pairs` and `mean_correctedWarrenCowley` state the two related facts.

For randomly shuffled supercells, this supplies the finite-size reference value for pair order in a binary alloy whose atoms are placed uniformly at fixed composition, without interactions. It concerns the mean only: the scatter of $\alpha_P$ between configurations is not treated, and neither are triplet correlations or alloys with more than two species. Since `P` is a set, each ordered pair counts once; a small periodic cell in which two sites are neighbours through several images would need weighted pairs.

The all-pairs theorem also bears on the search for a good cell. If the shells together contain every ordered pair of distinct sites exactly once, then $-1/(N-1)$ is the average of their parameters weighted by the number of pairs, so they cannot all vanish in the same finite cell. This last step is a short argument by linearity and is not a theorem of the file.

## A site paired with its own image

The condition that pairs join distinct sites matters in small periodic cells, where a shell can reach from an atom to its own periodic image. Take two sites, 1 and 2, with one atom A and one atom B, so that $x(1-x)=1/4$.

For the shell $\{(1,2),(2,1)\}$, exactly one of the two ordered pairs has A first and B second, whichever site carries A. Both configurations therefore give $\alpha=1-(1/2)/(1/4)=-1$, and the mean is $-1$, as the theorem says for $N=2$. For the shell $\{(1,1)\}$, no configuration has an A–B pair, because a site cannot carry both species. Then $\alpha=1$ in both configurations, and the mean is $1$ instead of $-1$.

## How the proof follows the counting

`card_configs` gives the total $\binom{N}{n}$. `card_configs_AB` counts the configurations with A at $i$ and B at $j$, writing the number of A atoms as $k+1$, so that $k=n-1$. It uses `card_bij'` to set up a one-to-one correspondence: erase $i$ from the configuration to get a $k$-subset of the other $N-2$ sites, or insert $i$ to go back. The four goals check that each map lands in the right collection and that each undoes the other.

`probAB_eq` first deals with $n=0$, where both sides vanish. Otherwise it writes $N=M+2$ and $n=k+1$. The facts `h1` and `h2` are then the two binomial identities from the derivation, in that order. After `div_eq_div_iff` clears the denominators, `linear_combination` combines the two identities, which corresponds to multiplying the two ratios by hand.

In `mean_warrenCowley`, the step `hswap` exchanges the sum over configurations with the sum over pairs. Both sides count the same combinations of a configuration and an A–B pair in it, and `sum_comm` reorders the sum. `htot` inserts the pair probability for each member of the shell; this is where distinctness of the sites is used. `hsum` replaces the composition of each configuration by $n/N$, and `field_simp` and `ring` finish the algebra that reduces $1-N/(N-1)$ to $-1/(N-1)$.

For `warrenCowley_all_pairs`, the fact `hf` identifies the A–B pairs with the product of the A sites and the B sites, `c ×ˢ cᶜ`. This gives the count $n(N-n)$, with $n$ now the size of `c`, while `hO` gives the total $N(N-1)$. Finally, `mean_correctedWarrenCowley` uses the fact that the correction is affine in $\alpha_P$: the average passes through it, and the mean already proved turns the result into zero.
